# Drawing a group by its total rate, then an event within it by rejection sampling, selects each event with probability proportional to its rate

Finitely many events, each with a positive rate, are divided into finitely many groups, and no rate exceeds its group's bound `M g`. A group is drawn with probability equal to its share of the total rate; events in it are then picked uniformly and accepted with probability `k g i / M g`, with rejected picks repeated in the same group. The theorem `selection_probability` states that the probabilities of selecting a given event after `t` rejections, summed over all `t`, converge to that event's rate divided by the total rate. The attempt multiplies the corresponding result for a single group, `hasSum_acceptAt`, by the probability of drawing the group, and then tries to match the product to the goal with `convert` and cancel the group rate.

The failing Lean file:

```lean
import Mathlib

open Finset

namespace SelectionProbability

noncomputable section

variable {ι : Type*} [Fintype ι]

/-- Probability that one trial picks event `i` uniformly and accepts it, with acceptance probability
`k i / M`; the group is nonempty, `M` is positive and the rates lie in `[0, M]`. -/
def acceptPick (M : ℝ) (k : ι → ℝ) (i : ι) : ℝ :=
  1 / (Fintype.card ι : ℝ) * (k i / M)

/-- Probability that one trial picks event `i` uniformly and rejects it, with acceptance probability
`k i / M`; the group is nonempty, `M` is positive and the rates lie in `[0, M]`. -/
def rejectPick (M : ℝ) (k : ι → ℝ) (i : ι) : ℝ :=
  1 / (Fintype.card ι : ℝ) * (1 - k i / M)

/-- Probability that `t` trials are rejected and the next one accepts event `i`, summed over all
histories of rejected picks; the group is nonempty, `M` is positive and the rates lie in `[0, M]`.
-/
def acceptAt (M : ℝ) (k : ι → ℝ) (t : ℕ) (i : ι) : ℝ :=
  ∑ h : Fin t → ι, (∏ s, rejectPick M k (h s)) * acceptPick M k i

/-- The sum over histories of `t` rejected picks factorises: `acceptAt` is the `t`-th power of one
minus the sum of `acceptPick` over all events, times `acceptPick` for event `i`. -/
theorem acceptAt_eq (M : ℝ) (k : ι → ℝ) (t : ℕ) (i : ι) :
    acceptAt M k t i = (1 - ∑ j, acceptPick M k j) ^ t * acceptPick M k i := by
  have : Nonempty ι := ⟨i⟩
  have hn : (Fintype.card ι : ℝ) ≠ 0 := Nat.cast_ne_zero.mpr Fintype.card_ne_zero
  -- a trial is either accepted or rejected
  have hr : ∑ j, rejectPick M k j = 1 - ∑ j, acceptPick M k j := by
    have h : ∀ j, rejectPick M k j = 1 / (Fintype.card ι : ℝ) - acceptPick M k j := by
      intro j
      unfold rejectPick acceptPick
      ring
    simp only [h, sum_sub_distrib, sum_const, card_univ, nsmul_eq_mul]
    rw [mul_one_div_cancel hn]
  unfold acceptAt
  rw [← sum_mul, ← Fintype.sum_pow (rejectPick M k) t, hr]

/-- In a nonempty group of `n` events with rates in `(0, M]`, a trial is accepted with probability
`(∑ k) / (n M)`, which is positive and at most one. -/
theorem trial_acceptance [Nonempty ι] {M : ℝ} {k : ι → ℝ}
    (hk : ∀ i, 0 < k i) (hkM : ∀ i, k i ≤ M) :
    ∑ i, acceptPick M k i = (∑ i, k i) / (Fintype.card ι * M) ∧
      0 < ∑ i, acceptPick M k i ∧ ∑ i, acceptPick M k i ≤ 1 := by
  have hM : 0 < M := (hk (Classical.arbitrary ι)).trans_le (hkM _)
  have hn : (0 : ℝ) < Fintype.card ι := Nat.cast_pos.mpr Fintype.card_pos
  have hS : 0 < ∑ i, k i := sum_pos (fun i _ => hk i) univ_nonempty
  have hle : ∑ i, k i ≤ Fintype.card ι * M := by
    have h : ∑ i, k i ≤ ∑ _i : ι, M := sum_le_sum fun i _ => hkM i
    simpa only [sum_const, card_univ, nsmul_eq_mul] using h
  have he : ∑ i, acceptPick M k i = (∑ i, k i) / (Fintype.card ι * M) := by
    rw [sum_div]
    refine sum_congr rfl fun i _ => ?_
    unfold acceptPick
    ring
  refine ⟨he, ?_, ?_⟩
  · rw [he]
    positivity
  · rw [he]
    exact (div_le_one (mul_pos hn hM)).mpr hle

/-- Within a group with rates in `(0, M]`, the geometric series over trials selects event `i` with
probability `k i / ∑ k`. -/
theorem hasSum_acceptAt {M : ℝ} {k : ι → ℝ}
    (hk : ∀ i, 0 < k i) (hkM : ∀ i, k i ≤ M) (i : ι) :
    HasSum (fun t => acceptAt M k t i) (k i / ∑ j, k j) := by
  have : Nonempty ι := ⟨i⟩
  obtain ⟨he, h0, h1⟩ := trial_acceptance hk hkM
  have hM : M ≠ 0 := ((hk i).trans_le (hkM i)).ne'
  have hn : (Fintype.card ι : ℝ) ≠ 0 := Nat.cast_ne_zero.mpr Fintype.card_ne_zero
  have hS : ∑ j, k j ≠ 0 := (sum_pos (fun j _ => hk j) univ_nonempty).ne'
  have h := (hasSum_geometric_of_lt_one (sub_nonneg.mpr h1)
    (sub_lt_self 1 h0)).mul_right (acceptPick M k i)
  have e : k i / ∑ j, k j = (1 - (1 - ∑ j, acceptPick M k j))⁻¹ * acceptPick M k i := by
    rw [sub_sub_cancel, he, inv_div]
    unfold acceptPick
    field_simp
  simp only [acceptAt_eq]
  rw [e]
  exact h

variable {G : Type*} [Fintype G] {E : G → Type*} [∀ g, Fintype (E g)]

/-- Total rate `K_g` of group `g`. -/
def groupRate (k : ∀ g, E g → ℝ) (g : G) : ℝ := ∑ i, k g i

/-- Total rate `K` of all events. -/
def totalRate (k : ∀ g, E g → ℝ) : ℝ := ∑ g, groupRate k g

/-- Probability that group `g` is drawn with weight `K_g / K` and its event `i` is then accepted
after `t` rejections; `K` and all bounds are positive, and the rates of every group lie between 0
and its bound. -/
def selectAt (M : G → ℝ) (k : ∀ g, E g → ℝ) (t : ℕ) (g : G) (i : E g) : ℝ :=
  groupRate k g / totalRate k * acceptAt (M g) (k g) t i

/-- If the rates of every group `g` lie in `(0, M g]`, each event is selected with probability
equal to its rate divided by the total rate. -/
theorem selection_probability {M : G → ℝ} {k : ∀ g, E g → ℝ}
    (hk : ∀ g i, 0 < k g i) (hkM : ∀ g i, k g i ≤ M g) :
    ∀ g i, HasSum (fun t => selectAt M k t g i) (k g i / totalRate k) := by
  intro g i
  have hg : groupRate k g ≠ 0 := (sum_pos (fun j _ => hk g j) ⟨i, mem_univ i⟩).ne'
  have h := (hasSum_acceptAt (hk g) (hkM g) i).mul_left (groupRate k g / totalRate k)
  convert h using 1
  -- the group rate cancels between the two stages
  change _ = groupRate k g / totalRate k * (k g i / groupRate k g)
  rw [div_mul_div_comm, mul_comm (totalRate k), mul_div_mul_left _ _ hg]

end

end SelectionProbability
```

The compiler's answer:

```
Main.lean:111:2: error: 'change' tactic failed, pattern
  ?m.223 = groupRate k g / totalRate k * (k g i / groupRate k g)
is not definitionally equal to target
  Real.instAddCommMonoid =
    CommRing.toNonUnitalCommRing.toNonUnitalNonAssocCommRing.toNonUnitalNonAssocSemiring.toAddCommMonoid
```

Diagnosis. The `change` tactic expects an equation between probabilities, but the goal it meets is an equation between two `AddCommMonoid` structures on the real numbers. `HasSum` carries such a structure as an implicit argument. In the goal it is `Real.instAddCommMonoid`, while in `h`, which comes from `mul_left`, it is reached through the ring structure. The two are equal by definition, but `convert h using 1`, which matches the arguments of `HasSum` pair by pair, tries reflexivity while unfolding only definitions marked reducible. That is not enough here, so the pair is left as the first goal, where `change` meets it.

The repair drops `convert` and `change` and states the equation between the probabilities as `e`, proved by the same `rw` as before. `rw [e]` then puts the limit in the goal into the form it has in `h`, up to the definition of `groupRate`. `exact h` closes the goal because its check may also unfold ordinary definitions: this identifies the two `AddCommMonoid` structures and unfolds `selectAt` and `groupRate`.

The mended proof, as a diff:

```diff
@@ -107,8 +107,10 @@
   have hg : groupRate k g ≠ 0 := (sum_pos (fun j _ => hk g j) ⟨i, mem_univ i⟩).ne'
   have h := (hasSum_acceptAt (hk g) (hkM g) i).mul_left (groupRate k g / totalRate k)
-  convert h using 1
   -- the group rate cancels between the two stages
-  change _ = groupRate k g / totalRate k * (k g i / groupRate k g)
-  rw [div_mul_div_comm, mul_comm (totalRate k), mul_div_mul_left _ _ hg]
+  have e : k g i / totalRate k
+      = groupRate k g / totalRate k * (k g i / groupRate k g) := by
+    rw [div_mul_div_comm, mul_comm (totalRate k), mul_div_mul_left _ _ hg]
+  rw [e]
+  exact h
 
 end
```
